# A Normalised Rational Green's Function with Interlaced Real Poles and Zeros Is Causal

Suppose a diagonal Green's function has been fitted by a finite set of real poles and zeros, and the fit is about to enter the next step of a calculation. It should first be checked for negative spectral weights. If the poles and zeros alternate along the energy axis, starting and ending with a pole, and the fit falls off as 1/z at large z, the check is passed without computing a single residue.

Write the poles in increasing order as e_0, …, e_n and the zeros as d_0, …, d_(n−1). At complex energy z the function is

G(z) = ∏_j (z − d_j) / ∏_k (z − e_k).

If e_j < d_j < e_(j+1) for every j, then off the poles

G(z) = ∑_k a_k / (z − e_k), with all a_k > 0 and ∑_k a_k = 1,

and Im G(z) < 0 whenever Im z > 0. "Causal" refers here to this last inequality. Real poles already make G analytic in the upper half plane; the sign of Im G is the additional requirement that matches a positive spectral function.

For an interacting system with finitely many orbitals, a diagonal one-particle Green's function in a normalised fermionic orbital has this form. Each pole lies at an electron addition or removal energy, counted as the total energy with the electron minus the total energy without it. The theorems start from given numbers e and d; that these belong to a particular Hamiltonian has to be established separately.

## One zero fewer than poles

The count of zeros and the prefactor of one fix the behaviour G(z) ≈ 1/z at large z. Physically this is the sum rule: the total spectral weight of a normalised orbital is one. With two poles and no zero, for example,

1 / (z(z − 1)) = −1/z + 1/(z − 1),

and the weights sum to zero, so they cannot all be positive.

In Lean the count is built into the types. Poles are a function on `Fin (n + 1)`, zeros a function on `Fin n`, and both take real values. Indices start at zero, as above. In `Interlaced`, `j.castSucc` and `j.succ` are the positions j and j+1 in the list of poles.

```lean
import Mathlib

open Polynomial

namespace InterlacingCausality

noncomputable section

variable {n : ℕ}

/-- The real zeros `d` interlace the real poles `e`: for every `j`, the zero `d j` lies strictly
above the pole at position `j` and strictly below the pole at position `j + 1`. -/
def Interlaced (e : Fin (n + 1) → ℝ) (d : Fin n → ℝ) : Prop :=
  ∀ j, e j.castSucc < d j ∧ d j < e j.succ

/-- The Green's function with poles `e` and zeros `d`, as a quotient of products. It is meant for
complex `z` different from every pole; at a pole, Lean's division by zero gives the value 0. -/
def greenFn (e : Fin (n + 1) → ℝ) (d : Fin n → ℝ) (z : ℂ) : ℂ :=
  (∏ j, (z - (d j : ℂ))) / ∏ k, (z - (e k : ℂ))
```

The weight of pole k is the residue of G there. To write it as one product, pair each zero d_j with one of the other poles, taken in order. Call that partner p_(k,j): it is e_j if j < k, and e_(j+1) if j ≥ k. Then

a_k = ∏_j (e_k − d_j) / (e_k − p_(k,j)).

The partner appears in Lean as `e (k.succAbove j)`, since `succAbove` lists the indices other than k in order. If n = 0 there is one pole and no zero, the product is empty, and a_0 = 1.

```lean
/-- The spectral weight of pole `k`: the product of `e k - d j` over all zeros, divided by the
product of `e k - e i` over all other poles. It is meant for pairwise distinct poles. -/
def weight (e : Fin (n + 1) → ℝ) (d : Fin n → ℝ) (k : Fin (n + 1)) : ℝ :=
  ∏ j, (e k - d j) / (e k - e (k.succAbove j))
```

The derivation also needs the numerator as a polynomial. `rootPoly c` is the monic polynomial with roots c, and the lemma after it records that its degree is n and its leading coefficient one. This is where the normalisation enters the proof.

```lean
/-- The monic real polynomial with the listed roots `c`. -/
def rootPoly (c : Fin n → ℝ) : ℝ[X] := ∏ j, (X - C (c j))

/-- The monic polynomial with `n` listed roots has degree `n` and leading coefficient one. -/
theorem rootPoly_degree_coeff (c : Fin n → ℝ) :
    (rootPoly c).natDegree = n ∧ (rootPoly c).coeff n = 1 := by
  have hd : (rootPoly c).natDegree = n := by
    rw [rootPoly, natDegree_prod_of_monic _ _ (fun j _ => monic_X_sub_C _)]
    simp
  have hm : (rootPoly c).Monic := monic_prod_of_monic _ _ (fun j _ => monic_X_sub_C _)
  have h := hm.coeff_natDegree
  rw [hd] at h
  exact ⟨hd, h⟩
```

## Interlacing makes every weight positive

A finite sum of simple poles with positive weights falls from +∞ to −∞ between neighbouring poles, so it crosses zero once in each gap. For a non-interacting system with finitely many orbitals, every zero of a diagonal element is an energy level of the system that remains when the orbital is removed. The theorem runs in the opposite direction, from the position of the zeros to the sign of the weights.

The hypothesis first orders the poles, because e_j < d_j < e_(j+1) gives e_j < e_(j+1). `Interlaced.strictMono` is this step.

```lean
/-- Poles that are interlaced by zeros are strictly increasing. -/
theorem Interlaced.strictMono {e : Fin (n + 1) → ℝ} {d : Fin n → ℝ}
    (h : Interlaced e d) : StrictMono e :=
  Fin.strictMono_iff_lt_succ.2 fun j => (h j).1.trans (h j).2
```

It then fixes the sign of each factor in a_k:

- If j < k, then d_j < e_(j+1) ≤ e_k and the partner is e_j < e_k. Numerator and denominator are both positive.
- If j ≥ k, then e_k ≤ e_j < d_j and the partner is e_(j+1) > e_k. Numerator and denominator are both negative.

Every factor is positive, hence a_k > 0. The proof of `weight_pos` makes the same split with `lt_or_ge`, identifies the partner pole in each case, and leaves the inequalities to `linarith`.

```lean
/-- If the zeros interlace the poles, every spectral weight is positive. -/
theorem weight_pos {e : Fin (n + 1) → ℝ} {d : Fin n → ℝ}
    (h : Interlaced e d) (k : Fin (n + 1)) : 0 < weight e d k := by
  refine Finset.prod_pos fun j _ => ?_
  rcases lt_or_ge j.castSucc k with hj | hj
  · -- zero and partner pole both lie below `e k`
    rw [Fin.succAbove_of_castSucc_lt k j hj]
    have h1 : e j.succ ≤ e k := h.strictMono.monotone (Fin.castSucc_lt_iff_succ_le.1 hj)
    have h2 := h j
    exact div_pos (by linarith [h2.2]) (by linarith [h2.1, h2.2])
  · -- zero and partner pole both lie above `e k`
    rw [Fin.succAbove_of_le_castSucc k j hj]
    have h1 : e k ≤ e j.castSucc := h.strictMono.monotone hj
    have h2 := h j
    exact div_pos_of_neg_of_neg (by linarith [h2.1]) (by linarith [h2.1, h2.2])
```

## Distinct poles give the Lehmann form and the sum rule

Distinct poles mean that the excitation energies in the list are different, with any degenerate levels collected into one pole. In Lean the condition is `Function.Injective e`. It follows from interlacing, but the next three results need only this weaker condition and hold for any real zeros, whatever the signs of the weights.

Let P(z) = ∏_j (z − d_j), and compare it with

L(z) = ∑_k a_k ∏_j (z − p_(k,j)).

At z = e_i every term with k ≠ i vanishes, because e_i is among the other poles of k. The remaining term is

a_i ∏_j (e_i − p_(i,j)) = ∏_j (e_i − d_j) = P(e_i).

Cancelling the denominators of a_i is allowed because the poles are distinct. Both polynomials have degree at most n and agree at n+1 different points. Their difference would have too many roots unless it were zero, so P = L.

In `numerator_expansion`, the lemma `Polynomial.eq_of_degrees_lt_of_eval_index_eq` supplies this root-counting argument. `Finset.sum_eq_single i` keeps the one surviving term, and `div_mul_cancel₀` performs the cancellation.

```lean
/-- For distinct poles, the numerator polynomial is the sum over poles of the spectral weight
times the monic polynomial whose roots are the other poles. -/
theorem numerator_expansion {e : Fin (n + 1) → ℝ} (he : Function.Injective e)
    (d : Fin n → ℝ) :
    rootPoly d = ∑ k, C (weight e d k) * rootPoly (fun j => e (k.succAbove j)) := by
  have key : ∀ p : ℝ[X], p.natDegree ≤ n →
      p.degree < ((Finset.univ : Finset (Fin (n + 1))).card : WithBot ℕ) := by
    intro p hp
    rw [Finset.card_univ, Fintype.card_fin]
    exact lt_of_le_of_lt (degree_le_of_natDegree_le hp)
      (by exact_mod_cast Nat.lt_succ_self n)
  -- both sides have degree at most `n`, so agreement at the `n + 1` poles suffices
  refine Polynomial.eq_of_degrees_lt_of_eval_index_eq (s := Finset.univ) (v := e)
    he.injOn (key _ (rootPoly_degree_coeff d).1.le) (key _ ?_) ?_
  · refine natDegree_sum_le_of_forall_le _ _ fun k _ => ?_
    exact (natDegree_C_mul_le _ _).trans (rootPoly_degree_coeff _).1.le
  · intro i _
    have ev : ∀ c : Fin n → ℝ, eval (e i) (rootPoly c) = ∏ j, (e i - c j) := by
      intro c
      simp [rootPoly, eval_prod]
    simp only [Polynomial.eval_finsetSum, eval_mul, eval_C, ev]
    rw [Finset.sum_eq_single i]
    · rw [weight, ← Finset.prod_mul_distrib]
      refine Finset.prod_congr rfl fun j _ => ?_
      have hne : e i - e (i.succAbove j) ≠ 0 :=
        sub_ne_zero.2 fun h => Fin.succAbove_ne i j (he h).symm
      rw [div_mul_cancel₀ _ hne]
    · -- every other term contains the factor `e i - e i`
      intro k _ hk
      obtain ⟨j, hj⟩ := Fin.exists_succAbove_eq hk.symm
      rw [Finset.prod_eq_zero (Finset.mem_univ j) (by rw [hj, sub_self]), mul_zero]
    · intro hi
      exact absurd (Finset.mem_univ i) hi
```

The coefficient of zⁿ is 1 in P and ∑_k a_k in L, which gives the sum rule. `sum_weight` takes the same coefficient on both sides.

```lean
/-- For distinct poles the spectral weights sum to one. -/
theorem sum_weight {e : Fin (n + 1) → ℝ} (he : Function.Injective e) (d : Fin n → ℝ) :
    ∑ k, weight e d k = 1 := by
  -- compare the coefficients of the highest power
  have h := congrArg (fun p : ℝ[X] => p.coeff n) (numerator_expansion he d)
  simp only [Polynomial.finsetSum_coeff, coeff_C_mul, (rootPoly_degree_coeff _).2, mul_one] at h
  exact h.symm
```

Now divide P = L by the full denominator. For each k,

∏_i (z − e_i) = (z − e_k) ∏_j (z − p_(k,j)),

so the second product cancels and a_k / (z − e_k) remains. Summing over k gives the stated form of G. "Lehmann form" means this finite sum of simple poles; the weights are computed from poles and zeros, and no eigenstates or overlaps enter.

In `lehmann_form`, `aeval z` carries the real polynomial identity to complex z, and `Fin.prod_univ_succAbove` splits off the factor of pole k. The hypothesis `hz` says that z differs from every pole, which makes the divisions legitimate.

```lean
/-- For distinct poles, the Green's function has the Lehmann form at every complex `z`
off the poles. -/
theorem lehmann_form {e : Fin (n + 1) → ℝ} (he : Function.Injective e) (d : Fin n → ℝ)
    {z : ℂ} (hz : ∀ k, z ≠ e k) :
    greenFn e d z = ∑ k, (weight e d k : ℂ) / (z - e k) := by
  have ev : ∀ c : Fin n → ℝ, aeval z (rootPoly c) = ∏ j, (z - (c j : ℂ)) := by
    intro c
    simp [rootPoly, map_prod]
  have h := congrArg (aeval z) (numerator_expansion he d)
  simp only [map_sum, map_mul, ev, aeval_C, Complex.coe_algebraMap] at h
  rw [greenFn, h, Finset.sum_div]
  refine Finset.sum_congr rfl fun k _ => ?_
  -- cancel the factors of all poles other than `k`
  have hk : z - (e k : ℂ) ≠ 0 := sub_ne_zero.2 (hz k)
  have hp : ∏ j, (z - (e (k.succAbove j) : ℂ)) ≠ 0 :=
    Finset.prod_ne_zero_iff.2 fun j _ => sub_ne_zero.2 (hz _)
  rw [Fin.prod_univ_succAbove _ k, div_eq_div_iff (mul_ne_zero hk hp) hk]
  ring
```

With a repeated pole the form can fail. Two poles at 0 and a zero at 1 give

(z − 1)/z² = 1/z − 1/z²,

and the double pole cannot be written as a sum of simple ones.

## The upper half plane fixes the sign of Im G

The condition Im z > 0 describes an energy with a positive broadening, as in z = ω + iη with ω real and η > 0. Such a point is never a real pole, so the Lehmann form applies without a further assumption. That is the content of `ne_pole`.

```lean
/-- A point of the open upper half plane is not a real pole. -/
theorem ne_pole {z : ℂ} (hz : 0 < z.im) (x : ℝ) : z ≠ x := by
  intro h
  rw [h, Complex.ofReal_im] at hz
  exact lt_irrefl _ hz
```

For one term,

Im [a_k / (z − e_k)] = −a_k Im z / |z − e_k|².

This is negative because a_k and Im z are positive. There is at least one pole, so the sum is strictly negative. On the real axis, away from the poles, G is real and the strict inequality fails; below the axis the same formula gives the opposite sign.

The main theorem has interlacing as its only hypothesis on the poles and zeros. Its four conclusions are positive weights, unit total weight, the Lehmann form at every complex z off the poles, and a negative imaginary part for Im z > 0. The first three come from the preceding lemmas. For the last, `Complex.im_sum` takes the imaginary part term by term, `Complex.div_im` gives the formula above, and `Finset.sum_lt_sum_of_nonempty` compares the sum with a sum of zeros.

```lean
/-- Interlacing implies causality: if the zeros interlace the poles, the spectral weights are
positive and sum to one, the Green's function has the Lehmann form with these weights off the
poles, and its imaginary part is negative in the open upper half plane. -/
theorem interlacing_implies_causality {e : Fin (n + 1) → ℝ} {d : Fin n → ℝ}
    (h : Interlaced e d) :
    (∀ k, 0 < weight e d k) ∧ ∑ k, weight e d k = 1 ∧
    (∀ z : ℂ, (∀ k, z ≠ e k) → greenFn e d z = ∑ k, (weight e d k : ℂ) / (z - e k)) ∧
    ∀ z : ℂ, 0 < z.im → (greenFn e d z).im < 0 := by
  have he := h.strictMono.injective
  refine ⟨weight_pos h, sum_weight he d, fun z hz => lehmann_form he d hz, fun z hz => ?_⟩
  rw [lehmann_form he d (fun k => ne_pole hz (e k)), Complex.im_sum]
  calc _ < ∑ _k : Fin (n + 1), (0 : ℝ) := by
        refine Finset.sum_lt_sum_of_nonempty Finset.univ_nonempty fun k _ => ?_
        -- each pole contributes `-a Im z / |z - e|²`
        have hN : 0 < Complex.normSq (z - e k) :=
          Complex.normSq_pos.2 (sub_ne_zero.2 (ne_pole hz (e k)))
        have hpos := div_pos (mul_pos (weight_pos h k) hz) hN
        rw [Complex.div_im]
        simp only [Complex.ofReal_im, Complex.ofReal_re, Complex.sub_im, zero_mul, zero_div,
          sub_zero, zero_sub]
        linarith
    _ = 0 := Finset.sum_const_zero
```

The same ingredients bound the size of G. Since the poles are real, |z − e_k| ≥ Im z, and therefore

|G(z)| ≤ ∑_k a_k / |z − e_k| ≤ ∑_k a_k / Im z = 1 / Im z.

Positivity is used when |a_k| is replaced by a_k, and the sum rule in the last equality. In `norm_greenFn_le` the triangle inequality is `norm_sum_le`, and the bound on each denominator is `him`. With a broadening η, a finite-pole Green's function of this kind never exceeds 1/η in modulus.

```lean
/-- If the zeros interlace the poles, the modulus of the Green's function at a point of the
open upper half plane is at most the inverse distance to the real axis. -/
theorem norm_greenFn_le {e : Fin (n + 1) → ℝ} {d : Fin n → ℝ} (h : Interlaced e d)
    {z : ℂ} (hz : 0 < z.im) : ‖greenFn e d z‖ ≤ 1 / z.im := by
  have he := h.strictMono.injective
  rw [lehmann_form he d (fun k => ne_pole hz (e k)), ← sum_weight he d, Finset.sum_div]
  refine (norm_sum_le _ _).trans (Finset.sum_le_sum fun k _ => ?_)
  have him : z.im ≤ ‖z - (e k : ℂ)‖ := by
    have h1 := (le_abs_self _).trans (Complex.abs_im_le_norm (z - (e k : ℂ)))
    rwa [Complex.sub_im, Complex.ofReal_im, sub_zero] at h1
  rw [norm_div, Complex.norm_real, Real.norm_of_nonneg (weight_pos h k).le]
  exact div_le_div_of_nonneg_left (weight_pos h k).le hz him
```

## A zero outside the gap gives the wrong sign

Keep two distinct real poles, at 0 and 1, and one real zero, but move the zero to 2. The count and the normalisation are unchanged, and so is the sum rule:

(z − 2) / (z(z − 1)) = 2/z − 1/(z − 1).

The weights are 2 and −1. They sum to one, but the second is negative. At z = 1 + i/2,

G = (−1 + i/2) / (−1/4 + i/2) = 8/5 + 6i/5,

whose imaginary part is positive although Im z = 1/2 > 0. Distinct real poles, together with real zeros one fewer in number, are therefore not enough for causality; where the zeros lie matters. A fit with this defect can satisfy the sum rule and still have a negative spectral weight.

In the Lean statement, `![0, 1]` lists the poles and `![2]` the zero. The proof writes out the quotient at this point and evaluates its imaginary part with `norm_num`. The theorem states only that this imaginary part is positive.

```lean
/-- With poles 0 and 1 and the zero at 2, outside the gap, the Green's function has positive
imaginary part at the point `1 + i/2` of the upper half plane. -/
theorem not_causal_without_interlacing :
    0 < (greenFn (n := 1) ![0, 1] ![2] (1 + Complex.I / 2)).im := by
  have h : greenFn (n := 1) ![0, 1] ![2] (1 + Complex.I / 2) =
      (1 + Complex.I / 2 - 2) / ((1 + Complex.I / 2) * (Complex.I / 2)) := by
    simp [greenFn, Fin.prod_univ_succ]
  rw [h, Complex.div_im]
  norm_num [Complex.normSq_apply]

end

end InterlacingCausality
```

```lean
#print axioms InterlacingCausality.interlacing_implies_causality
-- 'InterlacingCausality.interlacing_implies_causality' depends on axioms: [propext, Classical.choice, Quot.sound]
#print axioms InterlacingCausality.norm_greenFn_le
-- 'InterlacingCausality.norm_greenFn_le' depends on axioms: [propext, Classical.choice, Quot.sound]
#print axioms InterlacingCausality.not_causal_without_interlacing
-- 'InterlacingCausality.not_causal_without_interlacing' depends on axioms: [propext, Classical.choice, Quot.sound]
```
